# No duality gap for a charge-constrained state in finite dimension

Suppose a charge-transfer state must carry a prescribed electron population on one fragment. A multiplier search adds $t(N-c)$ to the Hamiltonian, where $N$ is the population operator and $c$ the target, and maximises the lowest eigenvalue over the real multiplier $t$. If that maximum lay below the energy of every state with the required population, the search would return an energy that belongs to no admissible state. The worry is natural, because the ground state's population can jump past the target as the multiplier varies.

Let $H$ and $N$ be Hermitian on a finite-dimensional complex inner product space, and let the target $c$ lie strictly between two eigenvalues $a<b$ of $N$. Write $g(t)$ for the lowest eigenvalue of $K_t=H+t(N-c)$, with $t$ real. Then

$$\max_t g(t)=\min\{\langle v,Hv\rangle:\|v\|=1,\ \langle v,Nv\rangle=c\},$$

and both optima are attained. This applies to constrained states in a configuration-interaction space over a finite basis, provided that all superpositions in the space are allowed. A target equal to the smallest or largest eigenvalue of $N$ is excluded, and there the maximum need not exist. One electron fully transferred between two coupled sites is an example: for $H=\begin{pmatrix}0&1\\1&0\end{pmatrix}$, $N=\mathrm{diag}(0,1)$ and $c=1$, $g(t)$ approaches the constrained energy $0$ as $t\to-\infty$ but never reaches it.

## A ground state with the target population closes the gap

Put $h(v)=\langle v,Hv\rangle$ and $k(v)=\langle v,Nv\rangle-c$. For unit $v$, $\langle v,K_tv\rangle=h(v)+t\,k(v)$.

**Minimisers are ground states.** Let a unit vector $v$ minimise $\langle v,Av\rangle$ for Hermitian $A$, with minimum $\lambda$. For every $w$ and real $\varepsilon$,

$$0\le 2\varepsilon\,\mathrm{Re}\langle w,(A-\lambda)v\rangle+\varepsilon^2\langle w,(A-\lambda)w\rangle .$$

The linear term must vanish. Taking $w=(A-\lambda)v$ gives $Av=\lambda v$. Every eigenvalue is the expectation value in a unit eigenvector, so $\lambda$ is the least. Hence $g(t)\le h(v)$ whenever $k(v)=0$.

**A balanced multiplier exists.** Let $P_-$ and $P_+$ be the sets of $t$ for which $h+tk$ has a unit minimiser with $k\le0$ and $k\ge0$ respectively.

- They cover the line, since the unit sphere is compact and every $t$ has a minimiser.
- They are closed: if $t_n\to t$, a subsequence of the minimisers converges, and the inequalities survive the limit.
- They are nonempty. Let $z$ be a unit eigenvector of $N$ for $a$, let $m=\min h$, and choose $t>0$ with $t(c-a)=h(z)-m+1$. A minimiser $x$ satisfies $m+t\,k(x)\le h(z)+t\,k(z)=m-1$, so $k(x)<0$. The eigenvalue $b$ and a negative $t$ serve $P_+$ likewise.

The line is connected, so some $t$ lies in both sets. It has minimisers $x,y$ with $k(x)\le0\le k(y)$, both eigenvectors for $g(t)$.

**Mixing restores the target.** If $k(x)=0$, take $w=x$. Otherwise let $p(s)=(1-s)x+sy$ and

$$f(s)=\langle p(s),Np(s)\rangle-c\|p(s)\|^2.$$

Since $f(0)\le0\le f(1)$, $f$ vanishes at some $s\in[0,1]$. If $p(s)=0$, comparing norms gives $s=1/2$, so $y=-x$ and $k(y)=k(x)<0$, a contradiction. Thus $w=p(s)/\|p(s)\|$ is a ground state of $K_t$ with $k(w)=0$, and $g(t)=h(w)$.

For any real $r$, $g(r)\le h(w)=g(t)$; for any admissible $v$, $h(v)\ge g(t)=h(w)$. Both optima equal $h(w)$.

## Two uncoupled levels

Take $H=N=\mathrm{diag}(0,1)$ and $c=1/4$. Then $g(t)=\min(-t/4,\,1+3t/4)$, whose maximum is $1/4$ at $t=-1$. The basis states are degenerate there, with populations 0 and 1. The superposition $(\sqrt3/2,1/2)$ has population $1/4$ and energy $1/4$.

The path $p(s)$ is not normalised, and forgetting this spoils the mixing step. Here $\langle p,Np\rangle=s^2=1/4$ gives $s=1/2$, whose normalised state has population $1/2$. The correct condition, $f(s)=0$, gives $s=1/(1+\sqrt3)$.

## Operators, energies and the multiplier in Lean

The letter `E` denotes the state space, not an energy. Hermitian operators are linear maps satisfying `IsSymmetric`.

```lean
import Mathlib

open Module.End

namespace ConstrainedChargeTransfer

noncomputable section

variable {E : Type*} [NormedAddCommGroup E] [InnerProductSpace ℂ E]
variable {A B H N : E →ₗ[ℂ] E}
```

For Hermitian `A` the expectation value is real, so taking the real part loses nothing.

```lean
/-- The real part of `⟨v, A v⟩`, the expectation value of a Hermitian `A` in a unit vector `v`. -/
def expect (A : E →ₗ[ℂ] E) (v : E) : ℝ := (inner ℂ v (A v)).re
```

The ground energy is defined from eigenvalues, not from a variational principle.

```lean
/-- The infimum of the real eigenvalues of `A`. -/
def groundEnergy (A : E →ₗ[ℂ] E) : ℝ := sInf {e : ℝ | HasEigenvalue A (e : ℂ)}
```

"Charge" in the code means the expectation value of `N`, here an electron population without the electron's negative sign.

```lean
/-- The Hamiltonian `H + t (N - c)` with multiplier `t` and target charge `c`. -/
def constrained (H N : E →ₗ[ℂ] E) (c t : ℝ) : E →ₗ[ℂ] E :=
  H + (t : ℂ) • (N - (c : ℂ) • LinearMap.id)
```

The next lemmas handle scaling and normalisation.

```lean
private lemma expect_id (v : E) : expect LinearMap.id v = ‖v‖ ^ 2 :=
  inner_self_eq_norm_sq (𝕜 := ℂ) v

private lemma expect_smul (A : E →ₗ[ℂ] E) (s : ℝ) (v : E) :
    expect A ((s : ℂ) • v) = s ^ 2 * expect A v := by
  simp only [expect, map_smul, inner_smul_left, inner_smul_right, Complex.conj_ofReal,
    Complex.re_ofReal_mul]
  ring

private lemma norm_unit {w : E} (hw : w ≠ 0) : ‖((‖w‖⁻¹ : ℝ) : ℂ) • w‖ = 1 := by
  rw [norm_smul, Complex.norm_real, norm_inv, norm_norm,
    inv_mul_cancel₀ (norm_ne_zero_iff.mpr hw)]

private lemma re_inner_self {v : E} (hv : ‖v‖ = 1) : (inner ℂ v v).re = 1 :=
  (expect_id v).trans (by rw [hv]; norm_num)
```

An eigenvalue is the expectation value in a unit eigenvector, and each real eigenvalue has such a vector.

```lean
private lemma expect_eigen {v : E} {e : ℝ} (hv : ‖v‖ = 1) (h : A v = (e : ℂ) • v) :
    expect A v = e := by
  rw [expect, h, inner_smul_right, Complex.re_ofReal_mul, re_inner_self hv, mul_one]

private lemma exists_unit_eigen {e : ℝ} (he : HasEigenvalue A (e : ℂ)) :
    ∃ v, ‖v‖ = 1 ∧ expect A v = e := by
  obtain ⟨w, hw⟩ := he.exists_hasEigenvector
  refine ⟨_, norm_unit hw.2, expect_eigen (norm_unit hw.2) ?_⟩
  rw [map_smul, hw.apply_eq_smul, smul_comm]
```

The shifted Hamiltonian is Hermitian, and its expectation value is $h+tk$.

```lean
private lemma constrained_symm (hH : H.IsSymmetric) (hN : N.IsSymmetric) (c t : ℝ) :
    (constrained H N c t).IsSymmetric := by
  intro x y
  simp only [constrained, LinearMap.add_apply, LinearMap.smul_apply, LinearMap.sub_apply,
    LinearMap.id_apply, inner_add_left, inner_add_right, inner_smul_left, inner_smul_right,
    inner_sub_left, inner_sub_right, Complex.conj_ofReal, hH x y, hN x y]

private lemma expect_constrained (c t : ℝ) {v : E} (hv : ‖v‖ = 1) :
    expect (constrained H N c t) v = expect H v + t * (expect N v - c) := by
  simp only [expect, constrained, LinearMap.add_apply, LinearMap.smul_apply,
    LinearMap.sub_apply, LinearMap.id_apply, inner_add_right, inner_smul_right, inner_sub_right,
    Complex.add_re, Complex.sub_re, Complex.re_ofReal_mul, re_inner_self hv, mul_one]
```

## From minimisers to ground states

Finite dimension enters here, giving continuity and a compact unit sphere.

```lean
variable [FiniteDimensional ℂ E]

private lemma continuous_expect (A : E →ₗ[ℂ] E) : Continuous (expect A) :=
  Complex.continuous_re.comp
    (continuous_inner.comp (continuous_id.prodMk A.continuous_of_finiteDimensional))
```

In place of the $\varepsilon$ expansion, the proof uses Mathlib's theorem that an extremum of $\langle v,Av\rangle$ on a sphere is an eigenvector.

```lean
/-- A unit vector that minimises the expectation value of a Hermitian `A` over all unit
vectors is an eigenvector of `A`. -/
theorem eigenstate_of_minimiser (hA : A.IsSymmetric) {v : E} (hv : ‖v‖ = 1)
    (hmin : ∀ w, ‖w‖ = 1 → expect A v ≤ expect A w) : A v = (expect A v : ℂ) • v := by
  have : CompleteSpace E := FiniteDimensional.complete ℂ E
  have hT : IsSelfAdjoint (LinearMap.toContinuousLinearMap A) :=
    ContinuousLinearMap.isSelfAdjoint_iff_isSymmetric.mpr hA
  have hm : IsMinOn (LinearMap.toContinuousLinearMap A).reApplyInnerSelf
      (Metric.sphere 0 ‖v‖) v := by
    intro w hw
    have h := hmin w ((mem_sphere_zero_iff_norm.mp hw).trans hv)
    unfold expect at h
    rw [← hA v v, ← hA w w] at h
    exact h
  have h : A v = (((LinearMap.toContinuousLinearMap A).rayleighQuotient v : ℝ) : ℂ) • v :=
    hT.eq_smul_self_of_isLocalExtrOn (Or.inl hm.localize)
  rw [expect_eigen hv h]
  exact h
```

The minimum is therefore the least eigenvalue, and it bounds every expectation value.

```lean
/-- The least expectation value of a Hermitian `A` over unit vectors, attained at the unit
vector `v`, is the least eigenvalue of `A`. -/
theorem isLeast_eigenvalue (hA : A.IsSymmetric) {v : E} (hv : ‖v‖ = 1)
    (hmin : ∀ w, ‖w‖ = 1 → expect A v ≤ expect A w) :
    IsLeast {e : ℝ | HasEigenvalue A (e : ℂ)} (expect A v) := by
  refine ⟨hasEigenvalue_of_hasEigenvector
    ⟨mem_eigenspace_iff.mpr (eigenstate_of_minimiser hA hv hmin), ?_⟩, fun e he => ?_⟩
  · rintro rfl
    simp at hv
  · obtain ⟨w, hw, hwe⟩ := exists_unit_eigen he
    exact hwe ▸ hmin w hw

/-- The ground energy of a Hermitian `A` bounds its expectation value in every unit vector
from below. -/
theorem groundEnergy_le (hA : A.IsSymmetric) {w : E} (hw : ‖w‖ = 1) :
    groundEnergy A ≤ expect A w := by
  have : ProperSpace E := FiniteDimensional.proper ℂ E
  obtain ⟨v, hv, hm⟩ := (isCompact_sphere (0 : E) 1).exists_isMinOn
    ⟨w, mem_sphere_zero_iff_norm.mpr hw⟩ (continuous_expect A).continuousOn
  have hmin : ∀ u, ‖u‖ = 1 → expect A v ≤ expect A u := fun u hu =>
    isMinOn_iff.mp hm u (mem_sphere_zero_iff_norm.mpr hu)
  exact (isLeast_eigenvalue hA (mem_sphere_zero_iff_norm.mp hv) hmin).csInf_eq.trans_le
    (hmin w hw)
```

## Mixing and balancing

In the mixing lemma, `u` and `v` play the roles of $x$ and $y$. The intermediate value theorem supplies `s`, and `hne` excludes a vanishing superposition.

```lean
/-- If `u` and `v` are unit vectors with `A u = e u` and `A v = e v`, and
`expect B u ≤ c ≤ expect B v`, then some unit vector `w` has `A w = e w` and `expect B w = c`. -/
theorem exists_mixture {e : ℂ} {c : ℝ} {u v : E} (hu : ‖u‖ = 1) (hv : ‖v‖ = 1)
    (hAu : A u = e • u) (hAv : A v = e • v) (hBu : expect B u ≤ c) (hBv : c ≤ expect B v) :
    ∃ w, ‖w‖ = 1 ∧ A w = e • w ∧ expect B w = c := by
  by_cases h0 : expect B u = c
  · exact ⟨u, hu, hAu, h0⟩
  let p : ℝ → E := fun s => ((1 - s : ℝ) : ℂ) • u + (s : ℂ) • v
  have hp : Continuous p :=
    ((Complex.continuous_ofReal.comp (continuous_const.sub continuous_id)).smul
      continuous_const).add (Complex.continuous_ofReal.smul continuous_const)
  have hf : Continuous fun s => expect B (p s) - c * ‖p s‖ ^ 2 :=
    ((continuous_expect B).comp hp).sub (continuous_const.mul (hp.norm.pow 2))
  have f0 : expect B (p 0) - c * ‖p 0‖ ^ 2 ≤ 0 := by simpa [p, hu] using hBu
  have f1 : 0 ≤ expect B (p 1) - c * ‖p 1‖ ^ 2 := by simpa [p, hv] using hBv
  obtain ⟨s, -, hs⟩ := intermediate_value_Icc zero_le_one hf.continuousOn ⟨f0, f1⟩
  have hs' : expect B (p s) - c * ‖p s‖ ^ 2 = 0 := hs
  -- the superposition cannot vanish
  have hne : p s ≠ 0 := by
    intro hz
    have e1 : ((1 - s : ℝ) : ℂ) • u = -((s : ℂ) • v) := eq_neg_of_add_eq_zero_left hz
    rw [← neg_smul, ← Complex.ofReal_neg] at e1
    have e3 := congrArg (expect B) e1
    have e4 := congrArg (expect LinearMap.id) e1
    rw [expect_smul, expect_smul] at e3 e4
    rw [expect_id, expect_id, hu, hv] at e4
    have hhalf : s = 1 / 2 := by nlinarith
    rw [hhalf] at e3
    exact h0 (by linarith)
  have hAp : A (p s) = e • p s := by
    simp only [p, map_add, map_smul, hAu, hAv]
    module
  refine ⟨_, norm_unit hne, by rw [map_smul, hAp, smul_comm], ?_⟩
  have hn : ‖p s‖ ≠ 0 := norm_ne_zero_iff.mpr hne
  rw [expect_smul, show expect B (p s) = c * ‖p s‖ ^ 2 by linarith]
  field_simp
```

The balancing lemma concerns any compact space; its `a` and `b` are points, not eigenvalues. `P k` and `P (fun x => -k x)` are $P_-$ and $P_+$. Closedness follows by projecting a closed set along the compact factor, and `far` supplies the large multiplier.

```lean
/-- For continuous `h`, `k` on a compact space, with `k` taking both signs, some multiplier `t`
gives `h + t k` a minimiser with `k ≤ 0` and a minimiser with `k ≥ 0`. -/
theorem exists_balanced_multiplier {X : Type*} [TopologicalSpace X] [CompactSpace X]
    {h k : X → ℝ} (hh : Continuous h) (hk : Continuous k) {a b : X} (ha : k a < 0)
    (hb : 0 < k b) : ∃ (t : ℝ) (x y : X), (∀ z, h x + t * k x ≤ h z + t * k z) ∧
      (∀ z, h y + t * k y ≤ h z + t * k z) ∧ k x ≤ 0 ∧ 0 ≤ k y := by
  let M : Set (X × ℝ) := {p | ∀ z, h p.1 + p.2 * k p.1 ≤ h z + p.2 * k z}
  let P (κ : X → ℝ) : Set ℝ := Prod.snd '' (M ∩ {p | κ p.1 ≤ 0})
  have hM : IsClosed M := by
    simp only [M, Set.ofPred_forall]
    exact isClosed_iInter fun z => isClosed_le (by fun_prop) (by fun_prop)
  have hP : ∀ κ, Continuous κ → IsClosed (P κ) := fun κ hκ =>
    isClosedMap_snd_of_compactSpace _
      (hM.inter (isClosed_le (hκ.comp continuous_fst) continuous_const))
  have mk : ∀ (κ : X → ℝ) (x : X) (t : ℝ), (∀ z, h x + t * k x ≤ h z + t * k z) →
      κ x ≤ 0 → t ∈ P κ := fun κ x t hx q => ⟨(x, t), ⟨hx, q⟩, rfl⟩
  have hmin : ∀ t : ℝ, ∃ x, ∀ z, h x + t * k x ≤ h z + t * k z := by
    intro t
    have hc : Continuous fun x => h x + t * k x := by fun_prop
    obtain ⟨x, -, hx⟩ := isCompact_univ.exists_isMinOn ⟨a, Set.mem_univ a⟩ hc.continuousOn
    exact ⟨x, fun z => isMinOn_iff.mp hx z (Set.mem_univ z)⟩
  obtain ⟨o, ho⟩ := hmin 0
  have hm : ∀ z, h o ≤ h z := fun z => by simpa using ho z
  -- a large multiplier forces the sign of the constraint
  have far : ∀ (κ : X → ℝ) (z : X), κ z < 0 →
      ∃ t : ℝ, ∀ x, h x + t * κ x ≤ h z + t * κ z → κ x ≤ 0 := by
    intro κ z hz
    obtain ⟨t, e⟩ : ∃ t, t * (-κ z) = h z - h o + 1 :=
      ⟨_, div_mul_cancel₀ _ (neg_pos.mpr hz).ne'⟩
    have hpos : 0 < t := by nlinarith [hm z]
    refine ⟨t, fun x hx => ?_⟩
    by_contra hc
    linarith [mul_pos hpos (not_le.mp hc), hm x]
  obtain ⟨s, hs⟩ := far k a ha
  obtain ⟨x₁, hx₁⟩ := hmin s
  obtain ⟨r, hr⟩ := far (fun x => -k x) b (neg_lt_zero.mpr hb)
  obtain ⟨x₂, hx₂⟩ := hmin (-r)
  have cover : (Set.univ : Set ℝ) ⊆ P k ∪ P (fun x => -k x) := by
    intro t _
    obtain ⟨x, hx⟩ := hmin t
    rcases le_total (k x) 0 with q | q
    · exact Or.inl (mk _ x t hx q)
    · exact Or.inr (mk (fun x => -k x) x t hx (neg_nonpos.mpr q))
  -- the line is connected, so the two closed sets meet
  obtain ⟨t, -, ⟨⟨x, t₁⟩, ⟨hx, hkx⟩, h₁⟩, ⟨⟨y, t₂⟩, ⟨hy, hky⟩, h₂⟩⟩ :=
    isPreconnected_closed_iff.mp (isPreconnected_univ (α := ℝ)) (P k) (P fun x => -k x)
      (hP _ hk) (hP _ hk.neg) cover ⟨s, Set.mem_univ s, mk _ x₁ s hx₁ (hs x₁ (hx₁ a))⟩
      ⟨-r, Set.mem_univ _,
        mk (fun x => -k x) x₂ (-r) hx₂ (hr x₂ (by simpa using hx₂ b))⟩
  dsimp only at h₁ h₂
  subst h₁
  subst h₂
  have hky' : -k y ≤ 0 := hky
  exact ⟨_, x, y, hx, hy, hkx, by linarith⟩
```

## Equality of the two optima

Weak duality is the variational bound with the constraint term equal to zero.

```lean
/-- Weak duality: for Hermitian `H` and `N`, the ground energy of `H + t (N - c)` never exceeds
the energy of a unit vector with charge `c`. -/
theorem weak_duality (hH : H.IsSymmetric) (hN : N.IsSymmetric) {c : ℝ} (t : ℝ) {v : E}
    (hv : ‖v‖ = 1) (hc : expect N v = c) :
    groundEnergy (constrained H N c t) ≤ expect H v := by
  have h := groundEnergy_le (constrained_symm hH hN c t) hv
  rwa [expect_constrained c t hv, hc, sub_self, mul_zero, add_zero] at h
```

In the final theorem, `IsGreatest` and `IsLeast` say that the common value `E₀` is attained on both sides. The proof balances on the unit sphere, mixes `x` and `y` into `w`, and applies weak duality twice.

```lean
/-- For Hermitian `H` and `N` and a charge `c` strictly between two eigenvalues of `N`, the
maximum over `t` of the ground energy of `H + t (N - c)` and the minimum of the energy over
unit vectors with charge `c` both exist and are equal. -/
theorem no_duality_gap (hH : H.IsSymmetric) (hN : N.IsSymmetric) {a b c : ℝ}
    (ha : HasEigenvalue N (a : ℂ)) (hb : HasEigenvalue N (b : ℂ)) (hac : a < c) (hcb : c < b) :
    ∃ E₀ : ℝ, IsGreatest (Set.range fun t : ℝ => groundEnergy (constrained H N c t)) E₀ ∧
      IsLeast (expect H '' {v | ‖v‖ = 1 ∧ expect N v = c}) E₀ := by
  have : ProperSpace E := FiniteDimensional.proper ℂ E
  have : CompactSpace (Metric.sphere (0 : E) 1) :=
    isCompact_iff_compactSpace.mp (isCompact_sphere 0 1)
  obtain ⟨p, hp, hpa⟩ := exists_unit_eigen ha
  obtain ⟨q, hq, hqb⟩ := exists_unit_eigen hb
  obtain ⟨t, x, y, hx, hy, hkx, hky⟩ := exists_balanced_multiplier
    (X := Metric.sphere (0 : E) 1) (h := fun x => expect H x) (k := fun x => expect N x - c)
    ((continuous_expect H).comp continuous_subtype_val)
    (((continuous_expect N).comp continuous_subtype_val).sub continuous_const)
    (a := ⟨p, mem_sphere_zero_iff_norm.mpr hp⟩) (b := ⟨q, mem_sphere_zero_iff_norm.mpr hq⟩)
    (by simpa [hpa] using hac) (by simpa [hqb] using hcb)
  have hxn : ‖(x : E)‖ = 1 := mem_sphere_zero_iff_norm.mp x.2
  have hyn : ‖(y : E)‖ = 1 := mem_sphere_zero_iff_norm.mp y.2
  have hS := constrained_symm hH hN c t
  have mx : ∀ w, ‖w‖ = 1 →
      expect (constrained H N c t) x ≤ expect (constrained H N c t) w := by
    intro w hw
    rw [expect_constrained c t hxn, expect_constrained c t hw]
    exact hx ⟨w, mem_sphere_zero_iff_norm.mpr hw⟩
  have my : ∀ w, ‖w‖ = 1 →
      expect (constrained H N c t) y ≤ expect (constrained H N c t) w := by
    intro w hw
    rw [expect_constrained c t hyn, expect_constrained c t hw]
    exact hy ⟨w, mem_sphere_zero_iff_norm.mpr hw⟩
  have ey := eigenstate_of_minimiser hS hyn my
  rw [le_antisymm (my x hxn) (mx y hyn)] at ey
  -- combine the ground states `x` and `y`, which may coincide, to meet the constraint
  obtain ⟨w, hw, hKw, hNw⟩ := exists_mixture hxn hyn (eigenstate_of_minimiser hS hxn mx) ey
    (sub_nonpos.mp hkx) (sub_nonneg.mp hky)
  have hg : groundEnergy (constrained H N c t) = expect (constrained H N c t) x :=
    (isLeast_eigenvalue hS hxn mx).csInf_eq
  have hE : groundEnergy (constrained H N c t) = expect H w := by
    rw [hg, ← expect_eigen hw hKw, expect_constrained c t hw, hNw, sub_self, mul_zero, add_zero]
  refine ⟨expect H w, ⟨⟨t, hE⟩, ?_⟩, ⟨w, ⟨hw, hNw⟩, rfl⟩, ?_⟩
  · rintro _ ⟨s, rfl⟩
    exact weak_duality hH hN s hw hNw
  · rintro _ ⟨v, ⟨hv, hvc⟩, rfl⟩
    exact hE ▸ weak_duality hH hN t hv hvc

end

end ConstrainedChargeTransfer
```

The minimum runs over all unit vectors with charge $c$. The proof does not cover a search over single Slater determinants, as in constrained self-consistent-field work, because a superposition of two determinants is generally not a determinant.

```lean
#print axioms ConstrainedChargeTransfer.no_duality_gap
```

```
'ConstrainedChargeTransfer.no_duality_gap' depends on axioms: [propext, Classical.choice, Quot.sound]
```
